# To leading order in the spacing h, a three-point grid splits the lowest oscillator d functions by h²/8

Suppose an isotropic harmonic oscillator is diagonalised on a cubic real-space grid, in a box large enough that its walls have no visible effect, and the level at energy \(7/2\) comes out as two groups of three. The exact level is sixfold degenerate, so this splitting comes from the grid. In units \(\hbar=m=\omega=1\), with three-point second differences and grid spacing \(h\), it is \(h^2/8\) to leading order.

## The grid error in momentum space

On a plane wave with wavenumber \(k\), the three-point second difference gives the kinetic energy

\[
\frac{1-\cos hk}{h^2}=\frac{k^2}{2}-\frac{h^2k^4}{24}+O(h^4k^6).
\]

Write \(x,y,z\) for the three momentum components. The leading correction is multiplication by \(-h^2Q/24\), with \(Q=x^4+y^4+z^4\). This has cubic but not spherical symmetry, so it can separate the five d functions of the level at \(7/2\). Up to constant factors, these are quadratic harmonics times \(e^{-(x^2+y^2+z^2)/2}\) in momentum space too.

## What is stated

A point `k : ℝ × ℝ × ℝ` is a momentum vector. The state `t2g c` has real coefficients \(c_0,c_1,c_2\) on \(yz,zx,xy\), and `eg d` has \(d_0,d_1\) on \(x^2-y^2\) and \(2z^2-x^2-y^2\). These states are unnormalised; `expectation` divides the matrix element by the squared norm, and the hypotheses `c ≠ 0` and `d ≠ 0` keep that norm nonzero.

The theorem `quartic_expectations` gives \(\langle Q\rangle=33/4\) for every such `t2g c` and \(45/4\) for every such `eg d`. For every real \(h\), `grid_splitting` says that the expectation of `correction h` in the first state minus that in the second is \(h^2/8\).

The file takes the leading correction and the momentum-space functions as definitions; the cosine expansion, the Fourier transform and the grid eigenvalues belong to the surrounding physical argument.

## The Gaussian averages

Let \(M_n=\int x^n e^{-x^2}dx\). Integrating the derivative of \(x^{n+1}e^{-x^2}\) over the line gives \((n+1)M_n=2M_{n+2}\). With \(M_0=\sqrt\pi\), the averages \(M_n/\sqrt\pi\) for \(n=0,2,4,6,8\) are

\[
1,\quad \tfrac12,\quad \tfrac34,\quad \tfrac{15}{8},\quad \tfrac{105}{16},
\]

and odd moments vanish. Let \(\langle\cdot\rangle_0\) be the average with weight \(\pi^{-3/2}e^{-x^2-y^2-z^2}\). Then

\[
\langle x^2y^2\rangle_0=\tfrac14,\qquad
\langle x^2y^2Q\rangle_0=2\cdot\tfrac{15}{8}\cdot\tfrac12+\tfrac14\cdot\tfrac34=\tfrac{33}{16},
\]

whose ratio is \(33/4\). Products of two different functions among \(yz,zx,xy\) are odd in two components and average to zero, with or without \(Q\). The same value therefore holds for every nonzero combination.

For the other pair,

\[
\langle x^4\rangle_0=\tfrac34,\qquad
\langle x^4Q\rangle_0=\tfrac{105}{16}+2\left(\tfrac34\right)^2=\tfrac{123}{16}.
\]

Expanding the squares gives

\[
\begin{aligned}
\langle(x^2-y^2)^2\rangle_0&=2\left(\tfrac34-\tfrac14\right)=1,\\
\langle(x^2-y^2)^2Q\rangle_0&=2\cdot\tfrac{123-33}{16}=\tfrac{45}{4},\\
\langle(2z^2-x^2-y^2)^2\rangle_0&=6\left(\tfrac34-\tfrac14\right)=3,\\
\langle(2z^2-x^2-y^2)^2Q\rangle_0&=6\cdot\tfrac{123-33}{16}=3\cdot\tfrac{45}{4}.
\end{aligned}
\]

The cross term changes sign under \(x\leftrightarrow y\) and vanishes, so both ratios, and that of any nonzero combination, are \(45/4\). Products between the two families are odd in two components and vanish as well. Finally,

\[
-\frac{h^2}{24}\left(\frac{33}{4}-\frac{45}{4}\right)=\frac{h^2}{8}.
\]

## In a grid calculation

At \(h=0.2\), the first-order shifts are \(-0.01375\) for \(yz,zx,xy\) and \(-0.01875\) for the other pair, a gap of \(0.005\). The radially excited s state of the same shell, \(x^2+y^2+z^2-\tfrac32\) times the Gaussian, is not treated in the file. The same moments give it \(\langle Q\rangle=45/4\), and cubic symmetry keeps \(Q\) from coupling it to the d functions. It therefore shifts with the lower pair, which accounts for the two groups of three. In this one-particle harmonic model, the grid thus imitates a cubic crystal field.

## The Lean file

```lean
import Mathlib

open MeasureTheory

namespace GridOscillatorDLevels

noncomputable section

/-- The sum of the fourth powers of the three momentum components. -/
def quartic (k : ℝ × ℝ × ℝ) : ℝ := k.1 ^ 4 + k.2.1 ^ 4 + k.2.2 ^ 4

/-- The leading kinetic-energy correction of the three-point grid of spacing `h`, in
momentum space. -/
def correction (h : ℝ) (k : ℝ × ℝ × ℝ) : ℝ := -h ^ 2 / 24 * quartic k

/-- The Gaussian factor of the oscillator states in momentum space. -/
def envelope (k : ℝ × ℝ × ℝ) : ℝ := Real.exp (-(k.1 ^ 2 + k.2.1 ^ 2 + k.2.2 ^ 2) / 2)

/-- A real combination of the oscillator d functions `yz`, `zx` and `xy`. -/
def t2g (c : Fin 3 → ℝ) (k : ℝ × ℝ × ℝ) : ℝ :=
  (c 0 * (k.2.1 * k.2.2) + c 1 * (k.2.2 * k.1) + c 2 * (k.1 * k.2.1)) * envelope k

/-- A real combination of the oscillator d functions `x² - y²` and `2z² - x² - y²`. -/
def eg (c : Fin 2 → ℝ) (k : ℝ × ℝ × ℝ) : ℝ :=
  (c 0 * (k.1 ^ 2 - k.2.1 ^ 2) + c 1 * (2 * k.2.2 ^ 2 - k.1 ^ 2 - k.2.1 ^ 2)) * envelope k

/-- The matrix element of a function `W` of momentum between two real states. -/
def matrixElement (W ψ φ : ℝ × ℝ × ℝ → ℝ) : ℝ := ∫ k, ψ k * W k * φ k

/-- The overlap of two real states. -/
def overlap (ψ φ : ℝ × ℝ × ℝ → ℝ) : ℝ := matrixElement (fun _ => 1) ψ φ

/-- The normalised expectation of `W` in a real state of nonzero norm. -/
def expectation (W ψ : ℝ × ℝ × ℝ → ℝ) : ℝ := matrixElement W ψ ψ / overlap ψ ψ

/-- The `n`-th moment of the weight `exp (-x²)` on the line. -/
def moment (n : ℕ) : ℝ := ∫ x : ℝ, x ^ n * Real.exp (-x ^ 2)

/-- The product of three one-dimensional Gaussian moments. -/
def moment3 (p q r : ℕ) : ℝ := moment p * (moment q * moment r)

/-- A monomial in the three momentum components times the weight `exp (-k²)`. -/
def gaussMonomial (p q r : ℕ) (k : ℝ × ℝ × ℝ) : ℝ :=
  (k.1 ^ p * Real.exp (-k.1 ^ 2)) *
    ((k.2.1 ^ q * Real.exp (-k.2.1 ^ 2)) * (k.2.2 ^ r * Real.exp (-k.2.2 ^ 2)))

/-- A combination of three monomials with exponents `e`, times the Gaussian factor. -/
def cartesian (e : Fin 3 → Fin 3 → ℕ) (c : Fin 3 → ℝ) (k : ℝ × ℝ × ℝ) : ℝ :=
  (∑ i, c i * (k.1 ^ e i 0 * k.2.1 ^ e i 1 * k.2.2 ^ e i 2)) * envelope k

/-- Every power of `x` is integrable against the weight `exp (-x²)`. -/
theorem integrable_power (n : ℕ) : Integrable (fun x : ℝ => x ^ n * Real.exp (-x ^ 2)) := by
  have hn : (-1 : ℝ) < n := by
    have : (0 : ℝ) ≤ n := Nat.cast_nonneg n
    linarith
  simpa [Real.rpow_natCast] using integrable_rpow_mul_exp_neg_mul_sq (b := 1) one_pos hn

/-- The moments of the weight `exp (-x²)` up to order eight. -/
theorem moments : moment 0 = √Real.pi ∧ moment 1 = 0 ∧ moment 2 = √Real.pi / 2 ∧
    moment 3 = 0 ∧ moment 4 = 3 / 4 * √Real.pi ∧ moment 5 = 0 ∧
    moment 6 = 15 / 8 * √Real.pi ∧ moment 7 = 0 ∧ moment 8 = 105 / 16 * √Real.pi := by
  have dg : ∀ x : ℝ, HasDerivAt (fun y : ℝ => Real.exp (-y ^ 2))
      (-2 * (x ^ 1 * Real.exp (-x ^ 2))) x := fun x =>
    ((hasDerivAt_pow 2 x).fun_neg.exp).congr_deriv (by
      simp only [Nat.reduceSub, Nat.cast_ofNat]; ring)
  -- integration by parts
  have step : ∀ n : ℕ, moment (n + 2) = ((n : ℝ) + 1) / 2 * moment n := by
    intro n
    have i1 := (integrable_power n).const_mul ((n : ℝ) + 1)
    have i2 := (integrable_power (n + 2)).const_mul 2
    have h := integral_eq_zero_of_hasDerivAt_of_integrable
      (f := fun x : ℝ => x ^ (n + 1) * Real.exp (-x ^ 2))
      (f' := fun x : ℝ => ((n : ℝ) + 1) * (x ^ n * Real.exp (-x ^ 2))
        - 2 * (x ^ (n + 2) * Real.exp (-x ^ 2)))
      (fun x => ((hasDerivAt_pow (n + 1) x).fun_mul (dg x)).congr_deriv (by
        simp only [Nat.add_sub_cancel]; push_cast; ring))
      (i1.sub i2) (integrable_power (n + 1))
    rw [integral_sub i1 i2, integral_const_mul, integral_const_mul] at h
    unfold moment
    linear_combination (-1 / 2) * h
  have m0 : moment 0 = √Real.pi := by simpa [moment] using integral_gaussian 1
  have m1 : moment 1 = 0 := by
    have h := integral_eq_zero_of_hasDerivAt_of_integrable dg
      ((integrable_power 1).const_mul (-2)) (by simpa using integrable_power 0)
    rw [integral_const_mul] at h
    unfold moment
    linarith
  have m2 : moment 2 = √Real.pi / 2 := (step 0).trans (by rw [m0]; push_cast; ring)
  have m3 : moment 3 = 0 := (step 1).trans (by rw [m1, mul_zero])
  have m4 : moment 4 = 3 / 4 * √Real.pi := (step 2).trans (by rw [m2]; push_cast; ring)
  have m5 : moment 5 = 0 := (step 3).trans (by rw [m3, mul_zero])
  have m6 : moment 6 = 15 / 8 * √Real.pi := (step 4).trans (by rw [m4]; push_cast; ring)
  have m7 : moment 7 = 0 := (step 5).trans (by rw [m5, mul_zero])
  exact ⟨m0, m1, m2, m3, m4, m5, m6, m7, (step 6).trans (by rw [m6]; push_cast; ring)⟩

/-- Overlaps and quartic matrix elements of monomial states are sums of products of
one-dimensional Gaussian moments. -/
theorem cartesian_elements (e f : Fin 3 → Fin 3 → ℕ) (c d : Fin 3 → ℝ) :
    overlap (cartesian e c) (cartesian f d) = ∑ i, ∑ j, c i * d j *
      moment3 (e i 0 + f j 0) (e i 1 + f j 1) (e i 2 + f j 2) ∧
    matrixElement quartic (cartesian e c) (cartesian f d) = ∑ i, ∑ j, c i * d j *
      (moment3 (e i 0 + f j 0 + 4) (e i 1 + f j 1) (e i 2 + f j 2)
        + moment3 (e i 0 + f j 0) (e i 1 + f j 1 + 4) (e i 2 + f j 2)
        + moment3 (e i 0 + f j 0) (e i 1 + f j 1) (e i 2 + f j 2 + 4)) := by
  have I : ∀ p q r, Integrable (gaussMonomial p q r) := fun p q r =>
    (integrable_power p).mul_prod ((integrable_power q).mul_prod (integrable_power r))
  have S : ∀ p q r p' q' r', Integrable
      (fun k => gaussMonomial p q r k + gaussMonomial p' q' r' k) :=
    fun p q r p' q' r' => (I p q r).add (I p' q' r')
  have V : ∀ p q r, ∫ k, gaussMonomial p q r k = moment3 p q r := fun p q r =>
    (integral_prod_mul (μ := (volume : Measure ℝ)) (ν := (volume : Measure (ℝ × ℝ)))
      (fun x : ℝ => x ^ p * Real.exp (-x ^ 2))
      (fun y : ℝ × ℝ => (y.1 ^ q * Real.exp (-y.1 ^ 2)) * (y.2 ^ r * Real.exp (-y.2 ^ 2)))).trans
    (congrArg (fun t => moment p * t)
      (integral_prod_mul (μ := (volume : Measure ℝ)) (ν := (volume : Measure ℝ))
        (fun x : ℝ => x ^ q * Real.exp (-x ^ 2)) (fun x : ℝ => x ^ r * Real.exp (-x ^ 2))))
  -- linearity, for any finite double sum of integrable terms
  have L : ∀ (W : ℝ × ℝ × ℝ → ℝ) (g : Fin 3 → Fin 3 → ℝ × ℝ × ℝ → ℝ),
      (∀ i j, Integrable (g i j)) →
      (∀ i j k, k.1 ^ e i 0 * k.2.1 ^ e i 1 * k.2.2 ^ e i 2 *
        (k.1 ^ f j 0 * k.2.1 ^ f j 1 * k.2.2 ^ f j 2) * W k *
        (Real.exp (-k.1 ^ 2) * (Real.exp (-k.2.1 ^ 2) * Real.exp (-k.2.2 ^ 2))) = g i j k) →
      matrixElement W (cartesian e c) (cartesian f d)
        = ∑ i, ∑ j, c i * d j * ∫ k, g i j k := by
    intro W g hg hW
    have e1 : ∀ k, cartesian e c k * W k * cartesian f d k
        = ∑ i, ∑ j, c i * d j * g i j k := by
      intro k
      have hE : envelope k * envelope k = Real.exp (-k.1 ^ 2) *
          (Real.exp (-k.2.1 ^ 2) * Real.exp (-k.2.2 ^ 2)) := by
        simp only [envelope, ← Real.exp_add]
        congr 1
        ring
      calc cartesian e c k * W k * cartesian f d k
          = (∑ i, c i * (k.1 ^ e i 0 * k.2.1 ^ e i 1 * k.2.2 ^ e i 2)) *
            (∑ j, d j * (k.1 ^ f j 0 * k.2.1 ^ f j 1 * k.2.2 ^ f j 2)) *
            (W k * (envelope k * envelope k)) := by
              simp only [cartesian]; ring
        _ = _ := by
              rw [hE, Finset.sum_mul_sum, Finset.sum_mul]
              refine Finset.sum_congr rfl fun i _ => ?_
              rw [Finset.sum_mul]
              refine Finset.sum_congr rfl fun j _ => ?_
              rw [← hW i j k]
              ring
    unfold matrixElement
    simp only [e1]
    rw [integral_finsetSum _ (fun i _ => integrable_finsetSum _
      (fun j _ => (hg i j).const_mul (c i * d j)))]
    refine Finset.sum_congr rfl fun i _ => ?_
    rw [integral_finsetSum _ (fun j _ => (hg i j).const_mul (c i * d j))]
    exact Finset.sum_congr rfl fun j _ => integral_const_mul _ _
  constructor
  · rw [overlap, L _ (fun i j => gaussMonomial (e i 0 + f j 0) (e i 1 + f j 1) (e i 2 + f j 2))
      (fun i j => I _ _ _) (fun i j k => by simp only [gaussMonomial]; ring)]
    simp only [V]
  · rw [L _ (fun i j k => gaussMonomial (e i 0 + f j 0 + 4) (e i 1 + f j 1) (e i 2 + f j 2) k
        + gaussMonomial (e i 0 + f j 0) (e i 1 + f j 1 + 4) (e i 2 + f j 2) k
        + gaussMonomial (e i 0 + f j 0) (e i 1 + f j 1) (e i 2 + f j 2 + 4) k)
      (fun i j => (S _ _ _ _ _ _).add (I _ _ _))
      (fun i j k => by simp only [gaussMonomial, quartic]; ring)]
    refine Finset.sum_congr rfl fun i _ => Finset.sum_congr rfl fun j _ => ?_
    rw [integral_add (S _ _ _ _ _ _) (I _ _ _), integral_add (I _ _ _) (I _ _ _), V, V, V]

/-- The two families of d functions written as combinations of three monomials. -/
theorem d_states_cartesian (c : Fin 3 → ℝ) (d : Fin 2 → ℝ) :
    t2g c = cartesian ![![0, 1, 1], ![1, 0, 1], ![1, 1, 0]] c ∧
    eg d = cartesian ![![2, 0, 0], ![0, 2, 0], ![0, 0, 2]]
      ![d 0 - d 1, -d 0 - d 1, 2 * d 1] := by
  constructor <;> funext k <;>
    simp only [t2g, eg, cartesian, Fin.sum_univ_three, Matrix.cons_val_zero,
      Matrix.cons_val_one, Matrix.cons_val] <;> ring

/-- Among combinations of `yz`, `zx`, `xy` the quartic acts as the number `33/4`. -/
theorem t2g_block (c d : Fin 3 → ℝ) :
    overlap (t2g c) (t2g d) = √Real.pi ^ 3 / 4 * (c 0 * d 0 + c 1 * d 1 + c 2 * d 2) ∧
    matrixElement quartic (t2g c) (t2g d) = 33 / 4 * overlap (t2g c) (t2g d) := by
  obtain ⟨m0, m1, m2, m3, m4, m5, m6, m7, m8⟩ := moments
  rw [(d_states_cartesian c 0).1, (d_states_cartesian d 0).1,
    (cartesian_elements _ _ _ _).1, (cartesian_elements _ _ _ _).2]
  simp only [Fin.sum_univ_three, Matrix.cons_val_zero, Matrix.cons_val_one, Matrix.cons_val,
    Nat.reduceAdd, moment3, m0, m1, m2, m4, m5, m6]
  constructor <;> ring

/-- Among combinations of `x² - y²` and `2z² - x² - y²` the quartic acts as the number
`45/4`. -/
theorem eg_block (c d : Fin 2 → ℝ) :
    overlap (eg c) (eg d) = √Real.pi ^ 3 * (c 0 * d 0 + 3 * (c 1 * d 1)) ∧
    matrixElement quartic (eg c) (eg d) = 45 / 4 * overlap (eg c) (eg d) := by
  obtain ⟨m0, m1, m2, m3, m4, m5, m6, m7, m8⟩ := moments
  rw [(d_states_cartesian 0 c).2, (d_states_cartesian 0 d).2,
    (cartesian_elements _ _ _ _).1, (cartesian_elements _ _ _ _).2]
  simp only [Fin.sum_univ_three, Matrix.cons_val_zero, Matrix.cons_val_one, Matrix.cons_val,
    Nat.reduceAdd, moment3, m0, m2, m4, m6, m8]
  constructor <;> ring

/-- The two families are orthogonal, and the quartic does not couple them. -/
theorem mixed_block (c : Fin 3 → ℝ) (d : Fin 2 → ℝ) :
    overlap (t2g c) (eg d) = 0 ∧ matrixElement quartic (t2g c) (eg d) = 0 := by
  obtain ⟨m0, m1, m2, m3, m4, m5, m6, m7, m8⟩ := moments
  rw [(d_states_cartesian c d).1, (d_states_cartesian c d).2,
    (cartesian_elements _ _ _ _).1, (cartesian_elements _ _ _ _).2]
  simp only [Fin.sum_univ_three, Matrix.cons_val_zero, Matrix.cons_val_one, Matrix.cons_val,
    Nat.reduceAdd, moment3, m0, m1, m2, m3, m4, m5, m6, m7]
  constructor <;> ring

/-- The normalised expectation of the quartic is `33/4` in every nonzero combination of
`yz`, `zx`, `xy`, and `45/4` in every nonzero combination of `x² - y²`, `2z² - x² - y²`. -/
theorem quartic_expectations {c : Fin 3 → ℝ} {d : Fin 2 → ℝ} (hc : c ≠ 0) (hd : d ≠ 0) :
    expectation quartic (t2g c) = 33 / 4 ∧ expectation quartic (eg d) = 45 / 4 := by
  have hpi : 0 < √Real.pi := Real.sqrt_pos.2 Real.pi_pos
  have pos : ∀ {n : ℕ} {v : Fin n → ℝ}, v ≠ 0 → 0 < ∑ i, v i ^ 2 := by
    intro n v hv
    obtain ⟨i, hi⟩ := Function.ne_iff.1 hv
    have hi' : v i ≠ 0 := hi
    exact Finset.sum_pos' (fun j _ => sq_nonneg _) ⟨i, Finset.mem_univ i, by positivity⟩
  have pc := pos hc
  have pd := pos hd
  rw [Fin.sum_univ_three] at pc
  rw [Fin.sum_univ_two] at pd
  -- nonzero coefficients give a nonzero norm
  have nc : overlap (t2g c) (t2g c) ≠ 0 := by
    rw [(t2g_block c c).1]
    exact (mul_pos (by positivity) (by nlinarith)).ne'
  have nd : overlap (eg d) (eg d) ≠ 0 := by
    rw [(eg_block d d).1]
    exact (mul_pos (by positivity) (by nlinarith [sq_nonneg (d 1)])).ne'
  unfold expectation
  rw [(t2g_block c c).2, (eg_block d d).2]
  exact ⟨mul_div_cancel_right₀ _ nc, mul_div_cancel_right₀ _ nd⟩

/-- The expectation of the leading grid correction in any nonzero combination of `yz`, `zx`,
`xy` minus that in any nonzero combination of `x² - y²`, `2z² - x² - y²` is `h²/8`. -/
theorem grid_splitting (h : ℝ) {c : Fin 3 → ℝ} {d : Fin 2 → ℝ} (hc : c ≠ 0) (hd : d ≠ 0) :
    expectation (correction h) (t2g c) - expectation (correction h) (eg d) = h ^ 2 / 8 := by
  have scale : ∀ ψ, expectation (correction h) ψ = -h ^ 2 / 24 * expectation quartic ψ := by
    intro ψ
    have hm : matrixElement (correction h) ψ ψ = -h ^ 2 / 24 * matrixElement quartic ψ ψ := by
      unfold matrixElement
      rw [← integral_const_mul]
      congr 1
      funext k
      simp only [correction]
      ring
    rw [expectation, expectation, hm, mul_div_assoc]
  obtain ⟨ht, he⟩ := quartic_expectations hc hd
  rw [scale, scale, ht, he]
  ring

end

end GridOscillatorDLevels
```

```lean
#print axioms GridOscillatorDLevels.mixed_block
#print axioms GridOscillatorDLevels.grid_splitting
```

```
'GridOscillatorDLevels.mixed_block' depends on axioms: [propext, Classical.choice, Quot.sound]
'GridOscillatorDLevels.grid_splitting' depends on axioms: [propext, Classical.choice, Quot.sound]
```

## From moments to the splitting

In `moments`, the local result `step` is the integration by parts above; `integrable_power` supplies the integrability it needs.

`cartesian_elements` treats any two states built from three monomials each. It multiplies out the sums, combines the two envelopes into \(e^{-x^2-y^2-z^2}\), and factorises each integral with `integral_prod_mul`. `d_states_cartesian` puts both d families into this form.

The theorems `t2g_block`, `eg_block` and `mixed_block` insert the moments, and `ring` finishes the arithmetic. The first two show that each matrix element of \(Q\) is a fixed number times the overlap; the third gives the vanishing mixed elements.

In `quartic_expectations`, a nonzero coefficient makes the norm positive, so the overlap cancels. `grid_splitting` then pulls \(-h^2/24\) out of the integral and subtracts.
